# The trace of the product of two Hermitian matrix exponentials is real and non-negative

For Hermitian complex matrices A and B of the same finite size, the theorem states that Tr(e^A e^B) equals its own modulus, and so is real and non-negative. If A and B are −β times two Hamiltonians on a finite-dimensional space, the exponentials are unnormalised Gibbs operators; the overlap of the normalised states is this trace divided by Tr(e^A) Tr(e^B). The proof sets P = e^(A/2) and Q = e^(B/2), which are Hermitian, and aims to show that the trace is that of (PQ)(PQ)†. That trace is the sum of the squared moduli of the entries of PQ.

The first attempt, which Lean rejects:

```lean
import Mathlib

open Matrix Filter Topology
open NormedSpace (exp)

namespace TraceExpMulExpEqNorm

variable {n : Type*} [Fintype n] [DecidableEq n]

omit [DecidableEq n] in
/-- The trace of `U U†` is the sum of the squared moduli of the entries of `U`. -/
theorem trace_mul_conjTranspose_self (U : Matrix n n ℂ) :
    (U * Uᴴ).trace = ((∑ i, ∑ j, ‖U i j‖ ^ 2 : ℝ) : ℂ) := by
  simp only [Matrix.trace, Matrix.diag_apply, Matrix.mul_apply, Matrix.conjTranspose_apply]
  push_cast
  refine Finset.sum_congr rfl fun i _ => Finset.sum_congr rfl fun j _ => ?_
  exact Complex.mul_conj' (U i j)

/-- For `N ≠ 0` the matrix `exp(A/N)` is an `N`-th root of `exp A`, and it is Hermitian
if `A` is. -/
theorem exp_root (A : Matrix n n ℂ) {N : ℕ} (hN : N ≠ 0) :
    exp ((N : ℝ)⁻¹ • A) ^ N = exp A ∧
      (A.IsHermitian → (exp ((N : ℝ)⁻¹ • A)).IsHermitian) := by
  constructor
  · rw [← Matrix.exp_nsmul, ← Nat.cast_smul_eq_nsmul ℝ, smul_smul,
      mul_inv_cancel₀ (Nat.cast_ne_zero.2 hN), one_smul]
  · intro h
    show (exp ((N : ℝ)⁻¹ • A))ᴴ = _
    rw [← Matrix.exp_conjTranspose, Matrix.conjTranspose_smul, h.eq, star_trivial]

/-- For Hermitian `A` and `B` the trace of `exp(A) exp(B)` equals its own modulus, so it is real
and non-negative. -/
theorem trace_exp_mul_exp_eq_norm {A B : Matrix n n ℂ} (hA : A.IsHermitian)
    (hB : B.IsHermitian) :
    (exp A * exp B).trace = ((‖(exp A * exp B).trace‖ : ℝ) : ℂ) := by
  obtain ⟨hA1, hA2⟩ := exp_root A two_ne_zero
  obtain ⟨hB1, hB2⟩ := exp_root B two_ne_zero
  -- with P = exp(A/2) and Q = exp(B/2) the trace is that of (PQ)(PQ)†
  have h : (exp A * exp B).trace = ((exp (((2 : ℕ) : ℝ)⁻¹ • A) * exp (((2 : ℕ) : ℝ)⁻¹ • B)) *
      (exp (((2 : ℕ) : ℝ)⁻¹ • A) * exp (((2 : ℕ) : ℝ)⁻¹ • B))ᴴ).trace := by
    rw [Matrix.conjTranspose_mul, (hA2 hA).eq, (hB2 hB).eq, ← mul_assoc,
      Matrix.trace_mul_comm, ← hA1, ← hB1, sq, sq]
    simp only [mul_assoc]
  rw [h, trace_mul_conjTranspose_self, Complex.norm_real, Real.norm_of_nonneg (by positivity)]

end TraceExpMulExpEqNorm
```

The error:

```
Main.lean:40:73: error: unsolved goals
n : Type u_1
inst✝¹ : Fintype n
inst✝ : DecidableEq n
A B : Matrix n n ℂ
hA : A.IsHermitian
hB : B.IsHermitian
hA1 : exp ((↑2)⁻¹ • A) ^ 2 = exp A
hA2 : A.IsHermitian → (exp ((↑2)⁻¹ • A)).IsHermitian
hB1 : exp ((↑2)⁻¹ • B) ^ 2 = exp B
hB2 : B.IsHermitian → (exp ((↑2)⁻¹ • B)).IsHermitian
⊢ (exp ((↑2)⁻¹ • B) * (exp ((↑2)⁻¹ • B) * (exp ((↑2)⁻¹ • A) * exp ((↑2)⁻¹ • A)))).trace =
    (exp ((↑2)⁻¹ • A) * (exp ((↑2)⁻¹ • B) * (exp ((↑2)⁻¹ • B) * exp ((↑2)⁻¹ • A)))).trace
```

Diagnosis. The error says that the step `h` is left with the goal Tr(QQPP) = Tr(PQQP). This is true, since a trace is unchanged when its factors are permuted cyclically, but the closing `simp only [mul_assoc]` can only move brackets.

The cyclic step had been spent in the wrong place. `rw [Matrix.trace_mul_comm]` rewrites the first trace of a product it finds, here the left side, where `exp A` and `exp B` were still whole. It swapped them, and expanding them into squares then gave QQPP.

The repair expands the squares first and brackets everything to the right, so the left side is the trace of P(P(QQ)). Now `Matrix.trace_mul_comm` carries just the first P to the end, and the last `simp only [mul_assoc]` brings both sides to P(Q(QP)), which closes the goal. Dropping `← mul_assoc` is mere tidying, as the brackets are reset anyway.

The change, after which it compiles:

```diff
@@ -39,6 +39,7 @@
   have h : (exp A * exp B).trace = ((exp (((2 : ℕ) : ℝ)⁻¹ • A) * exp (((2 : ℕ) : ℝ)⁻¹ • B)) *
       (exp (((2 : ℕ) : ℝ)⁻¹ • A) * exp (((2 : ℕ) : ℝ)⁻¹ • B))ᴴ).trace := by
-    rw [Matrix.conjTranspose_mul, (hA2 hA).eq, (hB2 hB).eq, ← mul_assoc,
-      Matrix.trace_mul_comm, ← hA1, ← hB1, sq, sq]
+    rw [Matrix.conjTranspose_mul, (hA2 hA).eq, (hB2 hB).eq, ← hA1, ← hB1, sq, sq]
+    simp only [mul_assoc]
+    rw [Matrix.trace_mul_comm]
     simp only [mul_assoc]
   rw [h, trace_mul_conjTranspose_self, Complex.norm_real, Real.norm_of_nonneg (by positivity)]
```
